# For Im z > 0, the error of an isolated-zone Green function is at most the product of two centre-to-environment amplitudes divided by Im z

In a linear-scaling Green-function calculation, the electronic structure around one atom can be computed from a finite zone centred on it. In the simplest version, one cuts the zone's block $A$ out of the Hamiltonian, inverts $z-A$ at a complex energy $z$, and reads off the matrix element at the central orbital. The question is then whether the zone is large enough. The bound derived here gives a sufficient test from the zone Green function and the hopping out of the zone, without inverting the environment. If the bound is below the required tolerance, so is the truncation error of this matrix element at that energy; if it is above, the test is inconclusive.

Let the zone have Hamiltonian $A$, the environment $B$, and let $V$ be the hopping block between them:

$$H=\begin{pmatrix}A&V\\V^\dagger&B\end{pmatrix},\qquad g=(z-A)^{-1},\qquad G=(z-H)^{-1}.$$

The blocks of $G$ are written $G_{AA}$, $G_{BA}$ and so on. For Hermitian $A$ and $B$, $\operatorname{Im}z>0$ and zone vectors $e,f$, the results are

$$G_{AA}-g=gVG_{BB}V^\dagger g,\qquad |\langle e,(G_{AA}-g)f\rangle|\le\frac{\|V^\dagger g^\dagger e\|\,\|V^\dagger gf\|}{\operatorname{Im}z}.$$

With $f=e$ the second bounds the error at the central orbital. Each norm measures propagation from the centre to the boundary followed by one hop outwards, so the bound is the product of two such amplitudes divided by $\operatorname{Im}z$.

The model is a finite, non-interacting Hamiltonian in an orthonormal basis. The condition $\operatorname{Im}z>0$ stands for a finite broadening or a point on a contour in the upper half-plane. The same block $A$ enters $g$ and $G$; in a self-consistent calculation, truncation also changes the potential inside the zone, and that change needs a separate estimate.

## Zone, environment and Green function

The finite index types `m` and `n` label zone and environment orbitals. In lemmas about a single Hamiltonian, `n` is any finite index set.

```lean
import Mathlib

open Matrix

namespace ZoneGreenFunction

noncomputable section

variable {m n : Type*} [Fintype m] [DecidableEq m] [Fintype n] [DecidableEq n]
```

State vectors are complex-valued functions on the orbitals, measured by $\|x\|=(\sum_i|x_i|^2)^{1/2}$. Despite its name, `norm2` is this norm and not its square.

```lean
/-- The Euclidean norm of a complex state vector. -/
def norm2 {n : Type*} [Fintype n] (x : n → ℂ) : ℝ :=
  ‖(WithLp.toLp 2 x : EuclideanSpace ℂ n)‖
```

The sign convention is $(z-H)^{-1}$, so that $\operatorname{Im}z>0$ gives the retarded function.

```lean
/-- The Green function `(z - H)⁻¹`, for energies `z` at which `z - H` is invertible. -/
def green (z : ℂ) (H : Matrix n n ℂ) : Matrix n n ℂ :=
  (z • (1 : Matrix n n ℂ) - H)⁻¹
```

The combined system has the disjoint union `m ⊕ n` as its orbital set. `Vᴴ` is $V^\dagger$, and `V` may be rectangular.

```lean
/-- The Hamiltonian of a zone `A` coupled to an environment `B` by the hopping block `V`. -/
def coupled (A : Matrix m m ℂ) (V : Matrix m n ℂ) (B : Matrix n n ℂ) :
    Matrix (m ⊕ n) (m ⊕ n) ℂ :=
  fromBlocks A V Vᴴ B
```

## A complex energy keeps z − H away from zero

The inner product $\langle x,y\rangle=\sum_i x_i^*y_i$ is written `star x ⬝ᵥ y`. The first ingredient is the Cauchy-Schwarz inequality $|\langle x,y\rangle|\le\|x\|\,\|y\|$, taken from Mathlib's Euclidean space.

```lean
omit [DecidableEq n] in
/-- The Cauchy-Schwarz inequality for the overlap of two state vectors. -/
theorem overlap_le (x y : n → ℂ) : ‖star x ⬝ᵥ y‖ ≤ norm2 x * norm2 y := by
  have h := norm_inner_le_norm (𝕜 := ℂ) (WithLp.toLp 2 x : EuclideanSpace ℂ n)
    (WithLp.toLp 2 y : EuclideanSpace ℂ n)
  rw [EuclideanSpace.inner_eq_star_dotProduct, dotProduct_comm] at h
  exact h
```

For Hermitian $H$ the expectation value is real, since $\langle u,Hu\rangle^*=\langle Hu,u\rangle=\langle u,Hu\rangle$. Therefore

$$\operatorname{Im}\langle u,(z-H)u\rangle=\operatorname{Im}\left(z\|u\|^2-\langle u,Hu\rangle\right)=\operatorname{Im}z\,\|u\|^2.$$

An imaginary part is no larger than the modulus, so Cauchy-Schwarz gives $\operatorname{Im}z\,\|u\|^2\le\|u\|\,\|(z-H)u\|$. If $u\ne0$, division by $\|u\|$ yields

$$\operatorname{Im}z\,\|u\|\le\|(z-H)u\|,$$

and for $u=0$ both sides vanish. In the code, `hreal` is the reality of the expectation value, `him` is the displayed imaginary part, and the final case split separates $\|u\|=0$ from $\|u\|>0$.

```lean
/-- For Hermitian `H`, the operator `z - H` stretches every vector by at least `Im z`. -/
theorem im_mul_norm_le {H : Matrix n n ℂ} (hH : H.IsHermitian) (z : ℂ) (u : n → ℂ) :
    z.im * norm2 u ≤ norm2 ((z • (1 : Matrix n n ℂ) - H) *ᵥ u) := by
  -- the expectation value of `H` is real
  have hreal : (star u ⬝ᵥ (H *ᵥ u)).im = 0 := by
    apply Complex.conj_eq_iff_im.mp
    change star (star u ⬝ᵥ (H *ᵥ u)) = _
    rw [← Matrix.star_dotProduct, Matrix.star_mulVec, hH.eq, ← Matrix.dotProduct_mulVec]
  have hself : star u ⬝ᵥ u = ((norm2 u ^ 2 : ℝ) : ℂ) := by
    have h : norm2 u ^ 2 = ∑ i, ‖u i‖ ^ 2 := EuclideanSpace.norm_sq_eq _
    rw [h, Complex.ofReal_sum]
    refine Finset.sum_congr rfl fun i _ => ?_
    rw [Complex.ofReal_pow]
    exact Complex.conj_mul' (u i)
  have him : (star u ⬝ᵥ ((z • (1 : Matrix n n ℂ) - H) *ᵥ u)).im = z.im * norm2 u ^ 2 := by
    rw [Matrix.sub_mulVec, Matrix.smul_mulVec, Matrix.one_mulVec, dotProduct_sub,
      dotProduct_smul, smul_eq_mul, Complex.sub_im, hreal, hself, Complex.im_mul_ofReal,
      sub_zero]
  have hle := (Complex.abs_im_le_norm _).trans
    (overlap_le u ((z • (1 : Matrix n n ℂ) - H) *ᵥ u))
  rw [him] at hle
  have hle' := (le_abs_self _).trans hle
  have h0 : 0 ≤ norm2 u := norm_nonneg _
  rcases h0.eq_or_lt with h | h
  · rw [← h, mul_zero]
    exact norm_nonneg _
  · refine le_of_mul_le_mul_left ?_ h
    linarith [hle', show norm2 u * (z.im * norm2 u) = z.im * norm2 u ^ 2 by ring]
```

Let $\operatorname{Im}z>0$. If $(z-H)x=(z-H)y$, the inequality applied to $x-y$ gives $\operatorname{Im}z\,\|x-y\|\le0$, hence $x=y$. A square matrix that is injective on vectors is invertible. The inverse in `green` is thus a true one under the hypotheses used below.

```lean
/-- For Hermitian `H` and `Im z > 0`, the Green function is a two-sided inverse of `z - H`. -/
theorem green_inverse {H : Matrix n n ℂ} (hH : H.IsHermitian) {z : ℂ} (hz : 0 < z.im) :
    (z • (1 : Matrix n n ℂ) - H) * green z H = 1 ∧
      green z H * (z • (1 : Matrix n n ℂ) - H) = 1 := by
  have hu : IsUnit (z • (1 : Matrix n n ℂ) - H) := by
    apply Matrix.mulVec_injective_iff_isUnit.mp
    intro x y hxy
    have h := im_mul_norm_le hH z (x - y)
    have h0 : (z • (1 : Matrix n n ℂ) - H) *ᵥ (x - y) = 0 := by
      rw [Matrix.mulVec_sub]
      exact sub_eq_zero.mpr hxy
    have hzero : norm2 (0 : n → ℂ) = 0 := by simp [norm2]
    rw [h0, hzero] at h
    have hn : norm2 (x - y) = 0 :=
      le_antisymm (nonpos_of_mul_nonpos_right h hz) (norm_nonneg _)
    have hxy0 : x - y = 0 := by
      have h2 := norm_eq_zero.mp hn
      exact congrArg WithLp.ofLp h2
    exact sub_eq_zero.mp hxy0
  have hd := (Matrix.isUnit_iff_isUnit_det _).mp hu
  exact ⟨Matrix.mul_nonsing_inv _ hd, Matrix.nonsing_inv_mul _ hd⟩
```

Putting $u=Gy$ into the same inequality, with $(z-H)Gy=y$, gives $\|Gy\|\le\|y\|/\operatorname{Im}z$.

```lean
/-- For Hermitian `H` and `Im z > 0`, the Green function amplifies a vector by at most
`1 / Im z`. -/
theorem green_norm_le {H : Matrix n n ℂ} (hH : H.IsHermitian) {z : ℂ} (hz : 0 < z.im)
    (y : n → ℂ) : norm2 (green z H *ᵥ y) ≤ norm2 y / z.im := by
  have h := im_mul_norm_le hH z (green z H *ᵥ y)
  rw [Matrix.mulVec_mulVec, (green_inverse hH hz).1, Matrix.one_mulVec] at h
  rw [le_div_iff₀ hz]
  linarith
```

The environment block inherits this bound. For an environment vector $y$, let $\tilde y=(0,y)$ be its extension by zeros to the whole system. Then $G_{BB}y$ is the environment part of $G\tilde y$, and

$$\|G_{BB}y\|\le\|G\tilde y\|\le\frac{\|\tilde y\|}{\operatorname{Im}z}=\frac{\|y\|}{\operatorname{Im}z}.$$

The three auxiliary facts `hpad`, `hblock` and `hpart` say that padding preserves the norm, that the block acts as described, and that discarding the zone components cannot increase the norm. `toBlocks₂₂` is the environment block and `toBlocks₁₁` the zone block.

```lean
/-- For a Hermitian total Hamiltonian and `Im z > 0`, the environment block of the full Green
function obeys the same bound `1 / Im z`. -/
theorem green_block_norm_le {H : Matrix (m ⊕ n) (m ⊕ n) ℂ} (hH : H.IsHermitian) {z : ℂ}
    (hz : 0 < z.im) (y : n → ℂ) :
    norm2 ((green z H).toBlocks₂₂ *ᵥ y) ≤ norm2 y / z.im := by
  -- pad `y` by zeros on the zone, propagate, and keep the environment part
  have hpad : norm2 (Sum.elim (0 : m → ℂ) y) = norm2 y := by
    simp [norm2, EuclideanSpace.norm_eq, Fintype.sum_sum_type]
  have hblock : (green z H).toBlocks₂₂ *ᵥ y =
      fun j => (green z H *ᵥ Sum.elim (0 : m → ℂ) y) (Sum.inr j) := by
    ext j
    simp [Matrix.mulVec, dotProduct, Matrix.toBlocks₂₂, Fintype.sum_sum_type]
  have hpart (w : m ⊕ n → ℂ) : norm2 (fun j => w (Sum.inr j)) ≤ norm2 w := by
    simp only [norm2, EuclideanSpace.norm_eq]
    apply Real.sqrt_le_sqrt
    rw [Fintype.sum_sum_type]
    exact le_add_of_nonneg_left (Finset.sum_nonneg fun i _ => sq_nonneg _)
  rw [hblock, ← hpad]
  exact (hpart _).trans (green_norm_le hH hz _)
```

## The exact correction to the zone

Write $P=z-A$, so that

$$z-H=\begin{pmatrix}P&-V\\-V^\dagger&z-B\end{pmatrix}.$$

The zone-zone block of $(z-H)G=1$ and the environment-zone block of $G(z-H)=1$ read

$$PG_{AA}-VG_{BA}=1,\qquad G_{BA}P-G_{BB}V^\dagger=0.$$

Multiplying the first by $g$ from the left and the second by $g$ from the right gives

$$G_{AA}=g+gVG_{BA},\qquad G_{BA}=G_{BB}V^\dagger g.$$

Substitution yields $G_{AA}-g=gVG_{BB}V^\dagger g$. An electron leaves the zone, propagates in the full system between environment orbitals, and returns. Because $G_{BB}$ is the full propagator, this is an identity and not a truncated perturbation series.

The block equations appear as `h11` and `h21`, and their solved forms as `e11` and `e21`.

```lean
/-- For Hermitian `A` and `B` and `Im z > 0`, the zone block of the full Green function differs
from the isolated zone Green function `g` by exactly `g V G_BB V† g`. -/
theorem zone_correction {A : Matrix m m ℂ} {B : Matrix n n ℂ} (hA : A.IsHermitian)
    (hB : B.IsHermitian) (V : Matrix m n ℂ) {z : ℂ} (hz : 0 < z.im) :
    (green z (coupled A V B)).toBlocks₁₁ - green z A =
      green z A * V * (green z (coupled A V B)).toBlocks₂₂ * Vᴴ * green z A := by
  have hH : (coupled A V B).IsHermitian := Matrix.IsHermitian.fromBlocks hA rfl hB
  obtain ⟨hr, hl⟩ := green_inverse hH hz
  obtain ⟨gr, gl⟩ := green_inverse hA hz
  have hM : z • (1 : Matrix (m ⊕ n) (m ⊕ n) ℂ) - coupled A V B =
      fromBlocks (z • (1 : Matrix m m ℂ) - A) (-V) (-Vᴴ) (z • (1 : Matrix n n ℂ) - B) := by
    ext (i | i) (j | j) <;> simp [coupled, Matrix.one_apply]
  rw [hM] at hr hl
  generalize green z (coupled A V B) = G at *
  generalize green z A = g at *
  generalize z • (1 : Matrix m m ℂ) - A = P at *
  rw [← Matrix.fromBlocks_toBlocks G, Matrix.fromBlocks_multiply, ← Matrix.fromBlocks_one,
    Matrix.fromBlocks_inj] at hr hl
  -- the two block equations that are needed
  have h11 : P * G.toBlocks₁₁ = 1 + V * G.toBlocks₂₁ := by
    have h := hr.1
    rw [Matrix.neg_mul, ← sub_eq_add_neg] at h
    exact sub_eq_iff_eq_add.mp h
  have h21 : G.toBlocks₂₁ * P = G.toBlocks₂₂ * Vᴴ := by
    have h := hl.2.2.1
    rw [Matrix.mul_neg, ← sub_eq_add_neg] at h
    exact sub_eq_zero.mp h
  have e21 : G.toBlocks₂₁ = G.toBlocks₂₂ * Vᴴ * g := by
    rw [← h21, Matrix.mul_assoc, gr, Matrix.mul_one]
  have e11 : G.toBlocks₁₁ = g + g * (V * G.toBlocks₂₁) := by
    calc G.toBlocks₁₁ = g * (P * G.toBlocks₁₁) := by
          rw [← Matrix.mul_assoc, gl, Matrix.one_mul]
      _ = g + g * (V * G.toBlocks₂₁) := by rw [h11, Matrix.mul_add, Matrix.mul_one]
  rw [e11, e21, add_sub_cancel_left]
  simp only [Matrix.mul_assoc]
```

## From the identity to an error bound

Let the left factor $gV$ act on $e$ through its adjoint:

$$\langle e,(G_{AA}-g)f\rangle=\langle V^\dagger g^\dagger e,\;G_{BB}V^\dagger gf\rangle.$$

Cauchy-Schwarz and the bound on $G_{BB}$ then give

$$|\langle e,(G_{AA}-g)f\rangle|\le\|V^\dagger g^\dagger e\|\,\|G_{BB}V^\dagger gf\|\le\frac{\|V^\dagger g^\dagger e\|\,\|V^\dagger gf\|}{\operatorname{Im}z}.$$

The theorem states this for all zone vectors, normalised or not. The step `hmove` is the transfer of $gV$; the last two lines combine the two inequalities.

```lean
/-- For Hermitian `A` and `B` and `Im z > 0`, the error of the isolated zone Green function
between zone vectors `e` and `f` is at most the product of their two propagated amplitudes
across the boundary, divided by `Im z`. -/
theorem zone_error_le {A : Matrix m m ℂ} {B : Matrix n n ℂ} (hA : A.IsHermitian)
    (hB : B.IsHermitian) (V : Matrix m n ℂ) {z : ℂ} (hz : 0 < z.im) (e f : m → ℂ) :
    ‖star e ⬝ᵥ (((green z (coupled A V B)).toBlocks₁₁ - green z A) *ᵥ f)‖ ≤
      norm2 (Vᴴ *ᵥ ((green z A)ᴴ *ᵥ e)) * norm2 (Vᴴ *ᵥ (green z A *ᵥ f)) / z.im := by
  have hH : (coupled A V B).IsHermitian := Matrix.IsHermitian.fromBlocks hA rfl hB
  -- let the left factor `g V` act on `e`
  have hmove : star e ⬝ᵥ (((green z (coupled A V B)).toBlocks₁₁ - green z A) *ᵥ f) =
      star (Vᴴ *ᵥ ((green z A)ᴴ *ᵥ e)) ⬝ᵥ
        ((green z (coupled A V B)).toBlocks₂₂ *ᵥ (Vᴴ *ᵥ (green z A *ᵥ f))) := by
    rw [zone_correction hA hB V hz]
    simp only [Matrix.star_mulVec, Matrix.conjTranspose_conjTranspose,
      Matrix.dotProduct_mulVec, Matrix.vecMul_vecMul, Matrix.mul_assoc]
  rw [hmove, mul_div_assoc]
  exact (overlap_le _ _).trans
    (mul_le_mul_of_nonneg_left (green_block_norm_le hH hz _) (norm_nonneg _))
```

The right-hand side contains no $B$, so it can be evaluated after the zone inversion alone. Whether and how fast it falls as the zone grows depends on the decay of $g$ and on the hopping $V$ across the new boundary; the theorem assumes nothing about either.

With one orbital on each side, $A=a$, $B=b$, $V=v$ and $e=f=1$, the error is $|v|^2|G_{BB}|/|z-a|^2$ and the bound is $|v|^2/(|z-a|^2\operatorname{Im}z)$, where

$$G_{BB}=\left(z-b-\frac{|v|^2}{z-a}\right)^{-1}.$$

At $\operatorname{Re}z=b$, the ratio of error to bound tends to 1 as $v\to0$ through non-zero values. No smaller constant multiple of $1/\operatorname{Im}z$ would therefore serve in general.

## Changing the environment

Let $B'$ be another Hermitian environment with the same orbitals and the same coupling $V$, and let $G'$ be the corresponding full Green function. Since

$$G_{AA}-G'_{AA}=(G_{AA}-g)-(G'_{AA}-g),$$

the triangle inequality gives at most twice the previous bound. The factor 2 comes from this simple argument and is not optimal. However strongly the distant Hamiltonian is altered, its influence on the zone is limited by the same boundary amplitudes.

```lean
/-- For Hermitian blocks and `Im z > 0`, exchanging the environment `B` for `B'` at fixed
coupling `V` changes the zone Green function by at most twice the boundary bound. -/
theorem environment_change_le {A : Matrix m m ℂ} {B B' : Matrix n n ℂ} (hA : A.IsHermitian)
    (hB : B.IsHermitian) (hB' : B'.IsHermitian) (V : Matrix m n ℂ) {z : ℂ} (hz : 0 < z.im)
    (e f : m → ℂ) :
    ‖star e ⬝ᵥ (((green z (coupled A V B)).toBlocks₁₁ -
        (green z (coupled A V B')).toBlocks₁₁) *ᵥ f)‖ ≤
      2 * (norm2 (Vᴴ *ᵥ ((green z A)ᴴ *ᵥ e)) * norm2 (Vᴴ *ᵥ (green z A *ᵥ f)) / z.im) := by
  have h := zone_error_le hA hB V hz e f
  have h' := zone_error_le hA hB' V hz e f
  rw [← sub_sub_sub_cancel_right _ _ (green z A), Matrix.sub_mulVec, dotProduct_sub]
  refine (norm_sub_le _ _).trans ?_
  linarith
```

## For real A, V and e the bound is a true square

In general $\|V^\dagger g^\dagger e\|$ and $\|V^\dagger ge\|$ can differ. Suppose now that $A$ is real symmetric and that $V$ and $e$ are real, as for a spinless zone without a magnetic field in a real basis. Then $g^T=g$, so $g^\dagger=g^*$, and

$$V^\dagger g^\dagger e=(V^\dagger ge)^*.$$

Complex conjugation preserves the norm, hence

$$|\langle e,(G_{AA}-g)e\rangle|\le\frac{\|V^\dagger ge\|^2}{\operatorname{Im}z}.$$

In Lean, `hAr` together with `hA` makes $A$ real symmetric, `hV` makes $V$ real, and `he` makes $e$ real. $B$ need only be Hermitian. The equality of the two amplitudes up to conjugation is `hconj`.

```lean
/-- For real symmetric `A`, real `V`, Hermitian `B`, a real orbital `e` and `Im z > 0`, the
error of the diagonal zone Green function is at most the squared norm of `V† g e` over `Im z`. -/
theorem zone_error_le_sq {A : Matrix m m ℂ} {B : Matrix n n ℂ} (hA : A.IsHermitian)
    (hAr : Aᵀ = A) (hB : B.IsHermitian) {V : Matrix m n ℂ} (hV : Vᴴ = Vᵀ) {z : ℂ}
    (hz : 0 < z.im) {e : m → ℂ} (he : star e = e) :
    ‖star e ⬝ᵥ (((green z (coupled A V B)).toBlocks₁₁ - green z A) *ᵥ e)‖ ≤
      norm2 (Vᴴ *ᵥ (green z A *ᵥ e)) ^ 2 / z.im := by
  have hg : (green z A)ᵀ = green z A := by
    rw [green, Matrix.transpose_nonsing_inv, Matrix.transpose_sub, Matrix.transpose_smul,
      Matrix.transpose_one, hAr]
  have hgH : ((green z A)ᴴ)ᵀ = (green z A)ᴴ := by
    change ((green z A)ᵀ)ᴴ = _
    rw [hg]
  -- the advanced amplitude is the complex conjugate of the retarded one
  have hconj : Vᴴ *ᵥ ((green z A)ᴴ *ᵥ e) = star (Vᴴ *ᵥ (green z A *ᵥ e)) := by
    rw [Matrix.star_mulVec, Matrix.star_mulVec, he, Matrix.conjTranspose_conjTranspose,
      Matrix.vecMul_vecMul, Matrix.mulVec_mulVec, ← Matrix.vecMul_transpose,
      Matrix.transpose_mul, hgH, hV, Matrix.transpose_transpose]
  have hstar (x : n → ℂ) : norm2 (star x) = norm2 x := by
    simp [norm2, EuclideanSpace.norm_eq]
  have h := zone_error_le hA hB V hz e e
  rw [hconj, hstar, ← pow_two] at h
  exact h

end

end ZoneGreenFunction
```

```lean
#print axioms ZoneGreenFunction.zone_error_le
#print axioms ZoneGreenFunction.environment_change_le
#print axioms ZoneGreenFunction.zone_error_le_sq
```

```
'ZoneGreenFunction.zone_error_le' depends on axioms: [propext, Classical.choice, Quot.sound]
'ZoneGreenFunction.environment_change_le' depends on axioms: [propext, Classical.choice, Quot.sound]
'ZoneGreenFunction.zone_error_le_sq' depends on axioms: [propext, Classical.choice, Quot.sound]
```
